# For coprime p and q, the Harper spectrum has period 2π/q in the transverse phase

An electron hops between nearest neighbours of a square lattice, with $p/q$ flux quanta through each plaquette. In Landau gauge, a Bloch wave in one direction leaves a ring of $q$ sites, the magnetic cell, in the other. With energies in units of the hopping amplitude, its Hamiltonian is

$$H_{jk}(a,b)=2\cos\!\left(b+\tfrac{2\pi pj}{q}\right)\delta_{jk}+e^{ia}\delta_{k,j+1}+e^{-ia}\delta_{j,k+1}.$$

Site indices are taken modulo $q$. Here $a$ and $b$ are not lattice constants but wavenumbers times the lattice spacing: $b$, the transverse phase, belongs to that Bloch wave, and $a$ to the direction of the ring, with the Bloch phase $qa$ of the cell spread evenly over its bonds. The reduction from the plane to this ring is assumed.

```lean
import Mathlib

open Real Matrix

namespace HarperBandPeriodicity

noncomputable section

variable (q : ℕ)
```

Sites are elements of `ZMod q`, and `j.val` is the representative of $j$ in $0,\dots,q-1$.

```lean
/-- The on-site energy `2 cos (b + 2π p j / q)` at site `j` of a magnetic cell of `q ≥ 1` sites. -/
def onsite (p : ℤ) (b : ℝ) (j : ZMod q) : ℝ :=
  2 * Real.cos (b + 2 * π * p * j.val / q)
```

Coinciding entries add, so $q=1$ and $q=2$ are allowed: for $q=2$ the off-diagonal entry is $2\cos a$. The entry in row $j$, column $j+1$ moves the electron from $j+1$ to $j$.

```lean
/-- The Harper matrix on a ring of `q ≥ 1` sites: on-site energies on the diagonal, hopping
`exp (i a)` from `j + 1` to `j` (row `j`, column `j + 1`) and `exp (-i a)` from `j` to `j + 1`;
entries that fall on the same place are added. -/
def harper (p : ℤ) (a b : ℝ) : Matrix (ZMod q) (ZMod q) ℂ :=
  Matrix.of fun j k =>
    (if j = k then (onsite q p b j : ℂ) else 0)
      + (if k = j + 1 then Complex.exp (Complex.I * a) else 0)
      + (if j = k + 1 then Complex.exp (-(Complex.I * a)) else 0)
```

## Real phases make the energies real

Real $a$ and $b$ are real wavenumbers. Conjugation then exchanges $e^{ia}$ and $e^{-ia}$, while transposition exchanges the two hopping terms. The proof checks the three terms separately, as `h1`, `h2` and `h3`. For $q\ge3$, an imaginary part in $a$ would destroy Hermiticity.

```lean
/-- The Harper matrix is Hermitian. -/
theorem harper_isHermitian (p : ℤ) (a b : ℝ) : (harper q p a b).IsHermitian := by
  have e1 : star (Complex.exp (Complex.I * a)) = Complex.exp (-(Complex.I * a)) := by
    rw [Complex.star_def, ← Complex.exp_conj]
    simp
  have e2 : star (Complex.exp (-(Complex.I * a))) = Complex.exp (Complex.I * a) := by
    rw [← e1, star_star]
  refine Matrix.IsHermitian.ext fun j k => ?_
  have h1 : star (if k = j then (onsite q p b k : ℂ) else 0)
      = if j = k then (onsite q p b j : ℂ) else 0 := by
    by_cases h : j = k
    · subst h
      simp
    · simp [h, Ne.symm h]
  have h2 : star (if j = k + 1 then Complex.exp (Complex.I * a) else 0)
      = if j = k + 1 then Complex.exp (-(Complex.I * a)) else 0 := by
    split_ifs
    · exact e1
    · exact star_zero _
  have h3 : star (if k = j + 1 then Complex.exp (-(Complex.I * a)) else 0)
      = if k = j + 1 then Complex.exp (Complex.I * a) else 0 := by
    split_ifs
    · exact e2
    · exact star_zero _
  simp only [harper, Matrix.of_apply, star_add]
  rw [h1, h2, h3]
  ring
```

## A translation that matches the phase shift

From here on `NeZero q` makes the ring finite; `ZMod 0` would be the infinite chain of integers.

The hypothesis `hm`, $pm\equiv r \pmod q$, says that moving $m$ sites advances the on-site phase by $2\pi r/q$, up to whole turns. By hand, with representatives in $0,\dots,q-1$, there is an integer $c$ such that

$$p\,(j+m)_{\rm val}=r+p\,j_{\rm val}+qc.$$

Multiplying by $2\pi/q$ and adding $b$ gives phases that differ by $2\pi c$, hence equal cosines. The proof obtains `c` from the congruence `hc`, and `hphase` is the multiplied equation. Without `hm` the identity can fail: for $p=0$, $r=1$, $b=0$ and $q\ge2$ it would require $\cos(2\pi/q)=1$.

```lean
variable [NeZero q]

/-- If `p m = r` modulo `q`, advancing the phase `b` by `2π r / q` has the same effect on the
on-site energies as moving `m` sites along the ring. -/
theorem onsite_translate (p r : ℤ) (m : ZMod q) (hm : (p : ZMod q) * m = r) (b : ℝ)
    (j : ZMod q) : onsite q p (b + 2 * π * r / q) j = onsite q p b (j + m) := by
  have hq : (q : ℝ) ≠ 0 := Nat.cast_ne_zero.mpr (NeZero.ne q)
  -- the two phases differ by a whole number of turns
  have hc : ((r + p * (j.val : ℤ) : ℤ) : ZMod q) = ((p * ((j + m).val : ℤ) : ℤ) : ZMod q) := by
    push_cast
    rw [ZMod.natCast_zmod_val, ZMod.natCast_zmod_val, ← hm]
    ring
  obtain ⟨c, hc⟩ := (ZMod.intCast_eq_intCast_iff_dvd_sub _ _ q).1 hc
  have hr : (p : ℝ) * ((j + m).val : ℝ) - (r + p * (j.val : ℝ)) = q * c := by
    exact_mod_cast hc
  have hphase : b + 2 * π * p * ((j + m).val : ℝ) / q
      = (b + 2 * π * r / q + 2 * π * p * (j.val : ℝ) / q) + c * (2 * π) := by
    field_simp
    linear_combination 2 * π * hr
  unfold onsite
  rw [hphase, Real.cos_add_int_mul_two_pi]
```

Hopping depends only on $k-j$, so the whole matrix is translated:

$$H_{jk}(a,b+2\pi r/q)=H_{j+m,k+m}(a,b).$$

In Lean this relabelling is `submatrix`.

```lean
/-- If `p m = r` modulo `q`, the Harper matrix at phase `b + 2π r / q` is the one at phase `b`
with all sites relabelled by a translation through `m`. -/
theorem harper_translate (p r : ℤ) (m : ZMod q) (hm : (p : ZMod q) * m = r) (a b : ℝ) :
    harper q p a (b + 2 * π * r / q)
      = (harper q p a b).submatrix (Equiv.addRight m) (Equiv.addRight m) := by
  have e : ∀ x y : ZMod q, (x + m = y + m + 1) ↔ x = y + 1 := by
    intro x y
    rw [add_right_comm y m 1, add_left_inj]
  ext j k
  simp only [harper, Matrix.submatrix_apply, Matrix.of_apply, Equiv.coe_addRight,
    onsite_translate q p r m hm b, add_left_inj, e]
```

For $r=1$, if $H(a,b)\psi=E\psi$, then $\psi'_j=\psi_{j+m}$ satisfies

$$\sum_k H_{j+m,k+m}\,\psi_{k+m}=(H\psi)_{j+m}=E\psi'_j .$$

The proof reindexes this sum with `Equiv.sum_comp`. Normalisation is not required, and translation preserves the norm.

```lean
/-- If `p m = 1` modulo `q` and `ψ` solves the Harper equation with energy `E` at phase `b`,
then `ψ` translated by `m` sites solves it with the same energy at phase `b + 2π / q`. -/
theorem harper_eigenvector (p : ℤ) (m : ZMod q) (hm : (p : ZMod q) * m = 1) (a b : ℝ)
    (E : ℂ) (ψ : ZMod q → ℂ) (hψ : harper q p a b *ᵥ ψ = E • ψ) :
    harper q p a (b + 2 * π / q) *ᵥ (fun j => ψ (j + m)) = E • fun j => ψ (j + m) := by
  have ht := harper_translate q p 1 m (by simpa using hm) a b
  rw [Int.cast_one, mul_one] at ht
  rw [ht]
  ext j
  have hj := congrFun hψ (j + m)
  simp only [Matrix.mulVec, dotProduct, Matrix.submatrix_apply, Equiv.coe_addRight,
    Pi.smul_apply] at hj ⊢
  rw [← hj]
  exact Equiv.sum_comp (Equiv.addRight m) (fun k => harper q p a b (j + m) k * ψ k)
```

## Coprimality brings the period down to 2π/q

Bézout's identity gives integers $u,v$ with $pu+qv=g=\gcd(p,q)$. Thus $m=u$ (`Int.gcdA p q`) solves $pm\equiv g$. Relabelling sites is a similarity by a permutation matrix, so $\det(E-H)$ is unchanged and has period $2\pi g/q$ in $b$.

```lean
/-- For every integer `p`, the characteristic polynomial of the Harper matrix is unchanged when
the phase `b` advances by `2π gcd(p, q) / q`. -/
theorem charpoly_period_gcd (p : ℤ) (a b : ℝ) :
    (harper q p a (b + 2 * π * (Int.gcd p q : ℝ) / q)).charpoly
      = (harper q p a b).charpoly := by
  -- Bézout: some translation `m` satisfies `p m = gcd(p, q)` modulo `q`
  have hm : (p : ZMod q) * (Int.gcdA p q : ZMod q) = (((Int.gcd p q : ℕ) : ℤ) : ZMod q) := by
    rw [Int.gcd_eq_gcd_ab]
    push_cast
    simp
  have ht := harper_translate q p _ _ hm a b
  rw [Int.cast_natCast] at ht
  -- relabelling the sites leaves the characteristic polynomial unchanged
  have key : ∀ e : ZMod q ≃ ZMod q,
      ((harper q p a b).submatrix e e).charpoly = (harper q p a b).charpoly := by
    intro e
    have h := Matrix.charpoly_reindex e.symm (harper q p a b)
    rwa [Matrix.reindex_apply, Equiv.symm_symm] at h
  rw [ht, key]
```

Physically, `IsCoprime` says that the flux fraction is in lowest terms. Here it sets $g=1$; the hypothesis $pm\equiv1\pmod q$ of `harper_eigenvector` already implies it.

```lean
/-- Harper band periodicity: for coprime `p` and `q`, the characteristic polynomial of the
Harper matrix is unchanged under `b → b + 2π / q`. -/
theorem charpoly_period (p : ℤ) (hpq : IsCoprime p (q : ℤ)) (a b : ℝ) :
    (harper q p a (b + 2 * π / q)).charpoly = (harper q p a b).charpoly := by
  have h := charpoly_period_gcd q p a b
  rwa [Int.isCoprime_iff_gcd_eq_one.1 hpq, Nat.cast_one, mul_one] at h
```

Equal characteristic polynomials mean equal eigenvalues with multiplicity, so for coprime $p$ and $q$ the energies of this non-interacting nearest-neighbour model need be computed only for $b$ in an interval of length $2\pi/q$.

Take $p=2$, $q=3$, $a=b=\pi/6$. The on-site energies are $(\sqrt3,0,-\sqrt3)$; at $b+2\pi/3$ they are $(-\sqrt3,\sqrt3,0)$, the same list moved by $m=2$. Both matrices have characteristic polynomial $E^3-6E$, with energies $0,\pm\sqrt6$.

The period in $a$ needs no coprimality. Let $W$ be diagonal with $w_j=e^{2\pi ij/q}$, which is single-valued on the ring. Then $W^{-1}H(a,b)W$ multiplies the entries $e^{\pm ia}$ by $e^{\pm2\pi i/q}$, giving $H(a+2\pi/q,b)$. The proof establishes this as `hg`, then cycles the product inside the characteristic polynomial to cancel $W$.

```lean
/-- The characteristic polynomial of the Harper matrix is also unchanged under
`a → a + 2π / q`, for every integer `p`. -/
theorem charpoly_period_hopping (p : ℤ) (a b : ℝ) :
    (harper q p (a + 2 * π / q) b).charpoly = (harper q p a b).charpoly := by
  let w : ZMod q → ℂ := fun j => ZMod.stdAddChar j
  have wadd : ∀ x y, w (x + y) = w x * w y := fun x y => AddChar.map_add_eq_mul _ x y
  have w0 : w 0 = 1 := AddChar.map_zero_eq_one _
  have winv : ∀ x, w (-x) * w x = 1 := fun x => by rw [← wadd, neg_add_cancel, w0]
  have w1 : w 1 = Complex.exp (2 * π * Complex.I / q) := by
    have h := ZMod.stdAddChar_coe (N := q) 1
    simpa [w] using h
  have wm : w (-1) = Complex.exp (-(2 * π * Complex.I / q)) := by
    rw [Complex.exp_neg, ← w1]
    exact eq_inv_of_mul_eq_one_left (winv 1)
  have e1 : Complex.exp (Complex.I * ((a + 2 * π / q : ℝ) : ℂ))
      = Complex.exp (Complex.I * a) * w 1 := by
    rw [w1, ← Complex.exp_add]
    congr 1
    push_cast
    ring
  have e2 : Complex.exp (-(Complex.I * ((a + 2 * π / q : ℝ) : ℂ)))
      = Complex.exp (-(Complex.I * a)) * w (-1) := by
    rw [wm, ← Complex.exp_add]
    congr 1
    push_cast
    ring
  -- the gauge transformation by the phases `w j` absorbs the change of `a`
  have hg : harper q p (a + 2 * π / q) b
      = Matrix.diagonal (fun j => w (-j)) * (harper q p a b * Matrix.diagonal w) := by
    ext j k
    rw [Matrix.diagonal_mul, Matrix.mul_diagonal]
    simp only [harper, Matrix.of_apply, e1, e2, add_mul, mul_add]
    congr 1
    · congr 1
      · split_ifs with h
        · subst h
          linear_combination -(onsite q p b j : ℂ) * winv j
        · simp
      · split_ifs with h
        · rw [h, wadd]
          linear_combination -(Complex.exp (Complex.I * a) * w 1) * winv j
        · simp
    · split_ifs with h
      · rw [h, neg_add, wadd]
        linear_combination -(Complex.exp (-(Complex.I * a)) * w (-1)) * winv k
      · simp
  have hd : Matrix.diagonal w * Matrix.diagonal (fun j => w (-j)) = 1 := by
    rw [Matrix.diagonal_mul_diagonal, ← Matrix.diagonal_one]
    congr 1
    ext j
    rw [mul_comm, winv]
  rw [hg, Matrix.charpoly_mul_comm, Matrix.mul_assoc, hd, Matrix.mul_one]
```

Without coprimality the period $2\pi/q$ in $b$ can fail. At zero flux every site has energy $2\cos b$, so the trace is $2q\cos b$ plus a term independent of $b$. Equal polynomials at $b=0$ and $b=2\pi/q$ would force $\cos(2\pi/q)=1$, which is false for $q\ge2$. This refutes the claim for arbitrary integer $p$; it does not decide every non-coprime pair.

```lean
/-- For `p = 0` and `q ≥ 2`, the characteristic polynomials at `b = 2π / q` and at `b = 0`
are different. -/
theorem charpoly_ne_of_zero_flux (hq : 2 ≤ q) (a : ℝ) :
    (harper q 0 a (2 * π / q)).charpoly ≠ (harper q 0 a 0).charpoly := by
  intro h
  have ht : (harper q 0 a (2 * π / q)).trace = (harper q 0 a 0).trace := by
    rw [Matrix.trace_eq_neg_charpoly_coeff, Matrix.trace_eq_neg_charpoly_coeff, h]
  have hs : ∀ b : ℝ, ∑ j : ZMod q, (onsite q 0 b j : ℂ)
      = ((q * (2 * Real.cos b) : ℝ) : ℂ) := by
    intro b
    simp [onsite, ZMod.card]
  -- the hopping part of the trace is the same on both sides
  simp only [Matrix.trace, Matrix.diag_apply, harper, Matrix.of_apply, eq_self, if_true,
    Finset.sum_add_distrib, hs] at ht
  have hc : ((q * (2 * Real.cos (2 * π / q)) : ℝ) : ℂ) = ((q * (2 * Real.cos 0) : ℝ) : ℂ) := by
    linear_combination ht
  have hr := Complex.ofReal_injective hc
  have hq2 : (2 : ℝ) ≤ q := by exact_mod_cast hq
  have hq0 : (0 : ℝ) < q := by linarith
  have hcos : Real.cos (2 * π / q) = 1 := by
    have h2 := mul_left_cancel₀ hq0.ne' hr
    rw [Real.cos_zero] at h2
    linarith
  have hpos : 0 < 2 * π / q := by positivity
  have hlt : 2 * π / q < 2 * π := by
    rw [div_lt_iff₀ hq0]
    nlinarith [Real.pi_pos]
  have hz := (Real.cos_eq_one_iff_of_lt_of_lt (by linarith [Real.pi_pos]) hlt).1 hcos
  exact hpos.ne' hz

end

end HarperBandPeriodicity
```

```lean
#print axioms HarperBandPeriodicity.harper_translate
#print axioms HarperBandPeriodicity.charpoly_period
#print axioms HarperBandPeriodicity.charpoly_period_hopping
#print axioms HarperBandPeriodicity.charpoly_ne_of_zero_flux
```

```
'HarperBandPeriodicity.harper_translate' depends on axioms: [propext, Classical.choice, Quot.sound]
'HarperBandPeriodicity.charpoly_period' depends on axioms: [propext, Classical.choice, Quot.sound]
'HarperBandPeriodicity.charpoly_period_hopping' depends on axioms: [propext, Classical.choice, Quot.sound]
'HarperBandPeriodicity.charpoly_ne_of_zero_flux' depends on axioms: [propext, Classical.choice, Quot.sound]
```
